# In a finite jump process with detailed balance, the equilibrium mean of $f\,Lf$ is minus a weighted sum of squares

An electron hops among a finite set of traps in a semiconductor, alone and in contact with a heat bath. In equilibrium, each hop from trap $i$ to trap $j$ is as frequent as the reverse hop. Now take any quantity $f_i$ that depends on the trap, and let the hopping average it. Can its equilibrium mean square grow for a while before it settles?

Write $k_{ij}$ for the rate from $i$ to $j$ and $\pi_i$ for the equilibrium weight of $i$. The generator $L$ acts on an observable by $(Lf)_i=\sum_j k_{ij}(f_j-f_i)$. For nonnegative rates and weights in detailed balance,

$$\sum_i \pi_i f_i (Lf)_i=-\tfrac12\sum_{i,j}\pi_i k_{ij}(f_i-f_j)^2\le 0 ,$$

so the answer is no. The hypotheses do separate jobs: the equality needs only stationarity, and nonnegativity then fixes the sign of its right side.

## Finitely many states with fixed rates

The states form a finite type `n`, and `k i j` and `π i` are real numbers that don't depend on time. With infinitely many states, the sums below could diverge, and exchanging their order would need a convergence argument.

```lean
import Mathlib

open Finset

namespace DetailedBalanceDissipation

noncomputable section

variable {n : Type*} [Fintype n]

/-- The generator of a jump process with rates `k i j` from `i` to `j`, acting on an
observable `f`: `(L f)_i = ∑_j k_ij (f_j - f_i)`. -/
def generator (k : n → n → ℝ) (f : n → ℝ) (i : n) : ℝ :=
  ∑ j, k i j * (f j - f i)
```

The diagonal entry `k i i` multiplies $f_i-f_i=0$ and has no effect. A rate matrix with minus the total exit rate on its diagonal should therefore have that diagonal set to zero before it is used as `k`, because the sign hypothesis below covers all entries.

```lean
/-- Detailed balance: the flux from `i` to `j` equals the flux from `j` to `i`. -/
def DetailedBalance (π : n → ℝ) (k : n → n → ℝ) : Prop :=
  ∀ i j, π i * k i j = π j * k j i

/-- Stationarity: the total flux into each state equals the total flux out of it. -/
def Stationary (π : n → ℝ) (k : n → n → ℝ) : Prop :=
  ∀ j, ∑ i, π i * k i j = ∑ i, π j * k j i

/-- Every state can be reached from every other through transitions of positive flux. -/
def Connected (π : n → ℝ) (k : n → n → ℝ) : Prop :=
  ∀ i j, Relation.ReflTransGen (fun a b => 0 < π a * k a b) i j

/-- The Dirichlet energy `(1/2) ∑_ij π_i k_ij (f_i - f_j)²` of an observable. -/
def dirichletEnergy (π : n → ℝ) (k : n → n → ℝ) (f : n → ℝ) : ℝ :=
  1 / 2 * ∑ i, ∑ j, π i * k i j * (f i - f j) ^ 2
```

`DetailedBalance` balances each pair of states, while `Stationary` balances only the total flux through each state. The weights need not sum to one. The Dirichlet energy, written $\mathcal E(f)$ below, is a rate times the square of $f$, not an energy in joules.

## Stationary weights give the equality

Stationarity means that the populations $\pi_i$ stay put under the hopping: $\sum_i\pi_i k_{ij}=\sum_i\pi_j k_{ji}$ for each $j$. Detailed balance implies it by summation over $i$.

```lean
/-- Weights in detailed balance with the rates are stationary. -/
theorem DetailedBalance.stationary {π : n → ℝ} {k : n → n → ℝ}
    (h : DetailedBalance π k) : Stationary π k :=
  fun j => sum_congr rfl fun i _ => h i j
```

By hand, start from

$$f_i(f_j-f_i)=-\tfrac12(f_i-f_j)^2+\tfrac12(f_j^2-f_i^2).$$

Multiply by $\pi_i k_{ij}$ and sum over both indices. The first term gives $-\mathcal E(f)$. The second vanishes, because

$$\sum_{i,j}\pi_i k_{ij}f_j^2=\sum_j f_j^2\sum_i\pi_i k_{ij}=\sum_j f_j^2\sum_i\pi_j k_{ji}=\sum_{i,j}\pi_i k_{ij}f_i^2 .$$

The middle step is stationarity, and the last one renames the indices.

```lean
/-- For stationary weights, the weighted mean of `f · L f` is minus the Dirichlet energy. -/
theorem sum_mul_generator {π : n → ℝ} {k : n → n → ℝ} (h : Stationary π k) (f : n → ℝ) :
    ∑ i, π i * f i * generator k f i = -dirichletEnergy π k f := by
  -- stationarity: the mean of `f²` is the same at the end and at the start of a jump
  have key : ∑ i, ∑ j, π i * k i j * f j ^ 2 = ∑ i, ∑ j, π i * k i j * f i ^ 2 := by
    refine sum_comm.trans (sum_congr rfl fun j _ => ?_)
    rw [← sum_mul, ← sum_mul, h j]
  -- completing the square in each term
  have split : ∑ i, π i * f i * generator k f i = -dirichletEnergy π k f
      + 1 / 2 * (∑ i, ∑ j, π i * k i j * f j ^ 2 - ∑ i, ∑ j, π i * k i j * f i ^ 2) := by
    simp only [generator, dirichletEnergy, mul_sum, ← sum_sub_distrib, ← sum_neg_distrib,
      ← sum_add_distrib]
    exact sum_congr rfl fun i _ => sum_congr rfl fun j _ => by ring
  rw [split, key]
  ring
```

In the proof, `split` is the completed square and `key` is the chain of sums. The proof turns on `sum_comm`, which exchanges the two summations on the left of `key`. Then `sum_congr rfl` compares the two sides at one value `j` of the outer index. Since the names of summed indices carry no meaning in Lean, the renaming costs nothing. What remains is $\sum_i\pi_i k_{ij}f_j^2=\sum_i\pi_j k_{ji}f_j^2$. Here `← sum_mul` pulls out the common factor $f_j^2$, and `h j` closes the gap.

Without stationarity, even the sign can fail. Take two states with $\pi=(1,1)$, a single rate $k_{01}=1$ and $f=(1,2)$: the left side is $+1$. Such counterexamples, and the numerical remarks further down, are worked by hand and are absent from the file.

## Nonnegative weights and rates give the sign

A rate is a probability per unit time and a weight is a population, so neither is negative. Each term $\pi_i k_{ij}(f_i-f_j)^2$ is then nonnegative, and so is $\mathcal E(f)$.

```lean
/-- For nonnegative weights and rates the Dirichlet energy is nonnegative. -/
theorem dirichletEnergy_nonneg {π : n → ℝ} {k : n → n → ℝ} (hπ : ∀ i, 0 ≤ π i)
    (hk : ∀ i j, 0 ≤ k i j) (f : n → ℝ) : 0 ≤ dirichletEnergy π k f :=
  mul_nonneg (by norm_num) (sum_nonneg fun i _ => sum_nonneg fun j _ =>
    mul_nonneg (mul_nonneg (hπ i) (hk i j)) (sq_nonneg _))

/-- For nonnegative rates in detailed balance with nonnegative weights, the weighted mean of
`f · L f` equals `-(1/2) ∑_ij π_i k_ij (f_i - f_j)²` and is never positive. -/
theorem detailedBalance_dissipation {π : n → ℝ} {k : n → n → ℝ} (hπ : ∀ i, 0 ≤ π i)
    (hk : ∀ i j, 0 ≤ k i j) (h : DetailedBalance π k) (f : n → ℝ) :
    ∑ i, π i * f i * generator k f i
        = -(1 / 2) * ∑ i, ∑ j, π i * k i j * (f i - f j) ^ 2 ∧
      ∑ i, π i * f i * generator k f i ≤ 0 := by
  have e := sum_mul_generator h.stationary f
  refine ⟨?_, ?_⟩
  · rw [e, dirichletEnergy]
    ring
  · rw [e]
    exact neg_nonpos.2 (dirichletEnergy_nonneg hπ hk f)
```

The main theorem joins the two parts: `h.stationary` supplies the equality, and `dirichletEnergy_nonneg` the inequality. With $\pi=(1,1)$ and $k_{01}=k_{10}=-1$ the equality survives, but the left side becomes $(f_0-f_1)^2$ and the sign is lost.

Nonnegativity also settles when the dissipation is zero. A sum of nonnegative terms vanishes only if every term does, so $f_i=f_j$ wherever the flux $\pi_i k_{ij}$ is positive. Conversely, if $f$ agrees across all these transitions, each term has either zero flux or zero difference.

```lean
/-- For nonnegative weights and rates, the Dirichlet energy vanishes exactly when `f` takes
equal values at the two ends of every transition of positive flux. -/
theorem dirichletEnergy_eq_zero_iff {π : n → ℝ} {k : n → n → ℝ} (hπ : ∀ i, 0 ≤ π i)
    (hk : ∀ i j, 0 ≤ k i j) (f : n → ℝ) :
    dirichletEnergy π k f = 0 ↔ ∀ i j, 0 < π i * k i j → f i = f j := by
  have nn : ∀ i j, 0 ≤ π i * k i j * (f i - f j) ^ 2 := fun i j =>
    mul_nonneg (mul_nonneg (hπ i) (hk i j)) (sq_nonneg _)
  constructor
  · intro h i j hij
    have h0 : ∑ i, ∑ j, π i * k i j * (f i - f j) ^ 2 = 0 := by
      unfold dirichletEnergy at h
      linarith
    -- a vanishing sum of nonnegative terms vanishes term by term
    have h1 := (sum_eq_zero_iff_of_nonneg
      (fun i _ => sum_nonneg fun j _ => nn i j)).1 h0 i (mem_univ i)
    have h2 := (sum_eq_zero_iff_of_nonneg (fun j _ => nn i j)).1 h1 j (mem_univ j)
    rcases mul_eq_zero.1 h2 with h3 | h3
    · exact absurd h3 hij.ne'
    · exact sub_eq_zero.1 ((pow_eq_zero_iff two_ne_zero).1 h3)
  · intro h
    have hz : ∀ i j, π i * k i j * (f i - f j) ^ 2 = 0 := by
      intro i j
      rcases (mul_nonneg (hπ i) (hk i j)).eq_or_lt with h0 | h0
      · rw [← h0, zero_mul]
      · rw [h i j h0]
        ring
    simp only [dirichletEnergy, hz, sum_const_zero, mul_zero]
```

The proof applies `sum_eq_zero_iff_of_nonneg` twice, once for each summation.

## Connected states leave only constants undamped

`Connected` says that a chain of transitions with positive flux leads from any state to any other. Physically, no group of traps is cut off. If $\mathcal E(f)=0$, then $f$ keeps its value along each step of such a chain, and hence is the same everywhere.

```lean
/-- For nonnegative rates, nonnegative stationary weights and connected states, the weighted
mean of `f · L f` vanishes only for constant observables, and does vanish for them. -/
theorem dissipation_eq_zero_iff_constant {π : n → ℝ} {k : n → n → ℝ} (hπ : ∀ i, 0 ≤ π i)
    (hk : ∀ i j, 0 ≤ k i j) (h : Stationary π k) (hc : Connected π k) (f : n → ℝ) :
    ∑ i, π i * f i * generator k f i = 0 ↔ ∀ i j, f i = f j := by
  rw [sum_mul_generator h, neg_eq_zero, dirichletEnergy_eq_zero_iff hπ hk]
  constructor
  · intro hf i j
    -- carry the value of `f` along a path from `i` to `j`
    have path := hc i j
    induction path with
    | refl => rfl
    | tail _ hbc ih => exact ih.trans (hf _ _ hbc)
  · exact fun hf i j _ => hf i j
```

The induction on `path` walks along the chain one transition at a time. This theorem needs stationarity, not detailed balance. Without connectedness, two separate clusters of traps can hold two different values of $f$ with no dissipation at all.

## Detailed balance adds symmetry

Since the equality already follows from stationarity, what does pairwise balance contribute? It makes $L$ symmetric in the weighted product $\sum_i\pi_i f_i g_i$. In the difference of the two orderings the terms with $f_i g_i$ cancel:

$$\sum_i\pi_i f_i(Lg)_i-\sum_i\pi_i g_i(Lf)_i=\sum_{i,j}\pi_i k_{ij}(f_i g_j-g_i f_j).$$

Under detailed balance, exchanging $i$ and $j$ turns the first part of the right side into the second, so the difference is zero. For the converse, let $f$ be 1 on state $a$ and 0 elsewhere, and $g$ the same for $b\neq a$. The two orderings then give $\pi_a k_{ab}$ and $\pi_b k_{ba}$, and symmetry makes them equal.

```lean
/-- The generator is symmetric in the `π`-weighted product of observables if and only if
detailed balance holds. -/
theorem symmetric_iff_detailedBalance (π : n → ℝ) (k : n → n → ℝ) :
    (∀ f g : n → ℝ, ∑ i, π i * f i * generator k g i = ∑ i, π i * g i * generator k f i) ↔
      DetailedBalance π k := by
  classical
  constructor
  · intro H a b
    -- indicator functions of two states pick out a single flux
    have pick : ∀ a b : n, a ≠ b →
        ∑ i, π i * (Pi.single a 1 : n → ℝ) i * generator k (Pi.single b 1) i
          = π a * k a b := by
      intro a b hab
      have hL : generator k (Pi.single b 1) a = k a b := by
        simp [generator, Pi.single_apply, hab]
      rw [sum_eq_single a, hL]
      · simp
      · intro i _ hi
        simp [hi]
      · simp
    by_cases hab : a = b
    · rw [hab]
    · rw [← pick a b hab, ← pick b a (Ne.symm hab)]
      exact H _ _
  · intro h f g
    have key : ∑ i, ∑ j, π i * k i j * (f i * g j) = ∑ i, ∑ j, π i * k i j * (g i * f j) := by
      refine sum_comm.trans (sum_congr rfl fun j _ => sum_congr rfl fun i _ => ?_)
      rw [h i j]
      ring
    have diff : ∑ i, π i * f i * generator k g i - ∑ i, π i * g i * generator k f i
        = ∑ i, ∑ j, π i * k i j * (f i * g j) - ∑ i, ∑ j, π i * k i j * (g i * f j) := by
      simp only [generator, mul_sum, ← sum_sub_distrib]
      exact sum_congr rfl fun i _ => sum_congr rfl fun j _ => by ring
    linarith
```

The step `pick` evaluates the product on these indicator functions, written `Pi.single a 1`. No sign condition enters.

Without detailed balance, a three-state ring with unit rates in one direction and equal weights is stationary and still obeys the equality. Its generator isn't symmetric, however, and has complex eigenvalues: disturbances oscillate as they decay.

## The evolution equation turns the sign into decay

Suppose that $f$ obeys $df/dt=Lf$. This is the equation for conditional averages of an observable, not the master equation for populations. The chain rule gives

$$\frac{d}{dt}\sum_i\pi_i f_i^2=2\sum_i\pi_i f_i(Lf)_i=-2\,\mathcal E(f)\le0 .$$

```lean
/-- If the weights are stationary and `f` evolves by `df/dt = L f` at time `t`, the weighted
square `∑_i π_i f_i²` changes at the rate of minus twice the Dirichlet energy. -/
theorem hasDerivAt_weightedSquare {π : n → ℝ} {k : n → n → ℝ} (h : Stationary π k)
    {f : ℝ → n → ℝ} {t : ℝ}
    (hf : ∀ i, HasDerivAt (fun s => f s i) (generator k (f t) i) t) :
    HasDerivAt (fun s => ∑ i, π i * f s i ^ 2) (-2 * dirichletEnergy π k (f t)) t := by
  have hi : ∀ i ∈ (univ : Finset n), HasDerivAt (fun s => π i * f s i ^ 2)
      (2 * (π i * f t i * generator k (f t) i)) t := by
    intro i _
    refine (((hf i).fun_pow 2).const_mul (π i)).congr_deriv ?_
    push_cast
    ring
  refine (HasDerivAt.fun_sum hi).congr_deriv ?_
  rw [← mul_sum, sum_mul_generator h]
  ring

/-- For nonnegative rates in detailed balance with nonnegative weights, the weighted square
`∑_i π_i f_i²` never increases along a solution of `df/dt = L f`. -/
theorem weightedSquare_antitone {π : n → ℝ} {k : n → n → ℝ} (hπ : ∀ i, 0 ≤ π i)
    (hk : ∀ i j, 0 ≤ k i j) (h : DetailedBalance π k) {f : ℝ → n → ℝ}
    (hf : ∀ t i, HasDerivAt (fun s => f s i) (generator k (f t) i) t) :
    Antitone (fun t => ∑ i, π i * f t i ^ 2) := by
  have hd := fun t => hasDerivAt_weightedSquare h.stationary (hf t)
  refine antitone_of_deriv_nonpos (fun t => (hd t).differentiableAt) fun t => ?_
  rw [(hd t).deriv]
  linarith [dirichletEnergy_nonneg hπ hk (f t)]
```

The first theorem differentiates term by term and inserts the equality. The second uses the fact that a function with nonpositive derivative never increases, which Lean calls `Antitone`. The solution is assumed for all real times, not constructed, and no decay rate or limit is derived. With a source term added to the equation, the mean square can grow.

## Two states with unequal rates

All the hypotheses are met by weights $(1,2)$, or $(1/3,2/3)$ when normalised, with rates $k_{01}=2$ and $k_{10}=1$.

```lean
/-- Two states with weights 1 and 2 and rates 2 (forward) and 1 (backward) are connected and
in detailed balance. -/
theorem detailedBalance_witness :
    DetailedBalance (![1, 2] : Fin 2 → ℝ) ![![0, 2], ![1, 0]] ∧
      Connected (![1, 2] : Fin 2 → ℝ) ![![0, 2], ![1, 0]] := by
  constructor
  · intro i j
    fin_cases i <;> fin_cases j <;> simp
  · intro i j
    by_cases hij : i = j
    · rw [hij]
    · refine Relation.ReflTransGen.single ?_
      revert hij
      fin_cases i <;> fin_cases j <;> simp

end

end DetailedBalanceDissipation
```

With the normalised weights, both sides of the equality are $-\tfrac23(f_0-f_1)^2$.

In a code for a finite kinetic model with fixed rates, a rate table that is meant to obey detailed balance can be checked by forming the flux matrix $\pi_i k_{ij}$ and testing its symmetry. Evaluating both sides of the equality for a random $f$ then tests the routine that applies $L$. That comparison can't replace the symmetry test, because the equality also holds for stationary weights without detailed balance. If all weights are positive, the symmetry of the flux matrix also allows a symmetric eigensolver, applied to the matrix of $L$ after its entry $(i,j)$ is multiplied by $\sqrt{\pi_i/\pi_j}$.

The theorem on decay is about continuous time, and a time step that is too long can spoil the decay. In the two-state example, one explicit Euler step of length $\Delta t$ multiplies $f_0-f_1$ by $1-3\Delta t$, so for $\Delta t>2/3$ the computed mean square of a nonconstant $f$ grows. That growth comes from the time step, not from the rates.

```lean
#print axioms DetailedBalanceDissipation.detailedBalance_dissipation
-- 'DetailedBalanceDissipation.detailedBalance_dissipation' depends on axioms: [propext, Classical.choice, Quot.sound]
#print axioms DetailedBalanceDissipation.dissipation_eq_zero_iff_constant
-- 'DetailedBalanceDissipation.dissipation_eq_zero_iff_constant' depends on axioms: [propext, Classical.choice, Quot.sound]
#print axioms DetailedBalanceDissipation.symmetric_iff_detailedBalance
-- 'DetailedBalanceDissipation.symmetric_iff_detailedBalance' depends on axioms: [propext, Classical.choice, Quot.sound]
#print axioms DetailedBalanceDissipation.weightedSquare_antitone
-- 'DetailedBalanceDissipation.weightedSquare_antitone' depends on axioms: [propext, Classical.choice, Quot.sound]
```
